# The constraint force is the same in every unitary mixture of the orbitals

## Missing off-diagonal terms

When the overlap operator that defines orthonormality of the orbitals depends on the atomic positions, the force contains a sum over occupied eigenvectors of the eigenvalue times the expectation value of the overlap derivative. A minimiser may return equally occupied orbitals that span the same space without being eigenvectors. Treating the diagonal elements of their Hamiltonian matrix as eigenvalues in this sum then generally gives a wrong force. Suppose the matrices of the Hamiltonian and of the overlap derivative between two orbitals are both $\begin{pmatrix}0&1\\1&0\end{pmatrix}$. The diagonal recipe gives 0, while the eigenvectors give $1\cdot1+(-1)(-1)=2$. The trace of the product of the two full matrices is 2 in either set.

## A moving overlap

With ultrasoft pseudopotentials the orbitals are orthonormal in an overlap operator $S$, whose projectors move with the atoms. Let the columns of $C$ be the orbitals, $H$ the Hamiltonian, $R$ a nuclear coordinate and $M=dS/dR$. Define

$$L=C^\dagger HC,\qquad K=C^\dagger MC,\qquad F=\operatorname{tr}(LK).$$

For orbitals that satisfy $HC=SCL$, keeping $C^\dagger SC=1$ as $R$ changes contributes $F$ to the force $-dE/dR$, where $E=\operatorname{tr}(C^\dagger HC)$ is the band energy.

## Invariance and the canonical sum

Replacing $C$ by $CU$, with $U$ unitary, turns $L$ into $U^\dagger LU$ and $K$ into $U^\dagger KU$. Hence

$$\operatorname{tr}(U^\dagger LUU^\dagger KU)=\operatorname{tr}(U^\dagger LKU)=\operatorname{tr}(LKUU^\dagger)=F.$$

If $U^\dagger LU=\operatorname{diag}(e)$ and $c_i$ are the columns of $CU$, then

$$F=\sum_i e_i(U^\dagger KU)_{ii}=\sum_i e_i\langle c_i,Mc_i\rangle.$$

For Hermitian $H$, $L$ is Hermitian too, so the spectral theorem supplies such a $U$ with real $e_i$.

## The derivative of the band energy

Write primes for derivatives at $R$. The product rule gives

$$E'=\operatorname{tr}(C'^\dagger HC)+\operatorname{tr}(C^\dagger H'C)+\operatorname{tr}(C^\dagger HC').$$

Assume the stationarity equation $HC=SCL$. For Hermitian $H$ and $S$ its adjoint is $C^\dagger H=LC^\dagger S$, so by cyclicity the first and last terms add up to $\operatorname{tr}\big(L(C'^\dagger SC+C^\dagger SC')\big)$. Differentiating the constraint gives

$$C'^\dagger SC+K+C^\dagger SC'=0,$$

and therefore $E'=\operatorname{tr}(C^\dagger H'C)-F$.

## The statement in Lean

The finite types `n` and `m` label basis functions and orbitals. `orbBlock A C` is $C^\dagger AC$, `constraintForce H M C` is $F$, and `orbital C i` is column $i$.

`constraintForce_rotate` and `constraintForce_eq_sum_canonical` hold for any square complex `H` and `M`, and need no orthonormality. The second allows complex `e`; `exists_canonical` uses Hermiticity to provide real values.

`hasDerivAt_bandEnergy` takes entrywise derivatives in a fixed finite basis. It assumes orthonormality at every `t`, but stationarity (`heq`) and Hermiticity only at `R`. Stationarity says that $H$ maps the orbitals into the span of $S$ acting on them; it is a hypothesis, not derived from a minimisation. All orbitals have occupation one, and $H'$ is the full derivative of $H$, including any self-consistent response. The energy is the band sum, not a density-functional total energy.

## In a force routine

For this finite, equally occupied block, a code can form `L` and `K` and contract them without diagonalising:

```python
L = C.conj().T @ (H @ C)
K = C.conj().T @ (M @ C)
F = np.sum(L * K.T)
```

Multiplying `C` from the right by a random unitary matrix and recomputing `L` and `K` should leave `F` unchanged up to rounding. If every orbital holds two electrons, the contribution to the force is $2F$.

## The complete file

```lean
import Mathlib

open Matrix

namespace UltrasoftConstraintForce

noncomputable section

variable {n m : Type*} [Fintype n] [Fintype m]

/-- The matrix `Cᴴ A C` of an operator `A` between the orbitals stored as columns of `C`. -/
def orbBlock (A : Matrix n n ℂ) (C : Matrix n m ℂ) : Matrix m m ℂ := Cᴴ * A * C

/-- The constraint force `tr (L Cᴴ M C)` with `L = Cᴴ H C`, where `M` stands for the
derivative of the overlap operator with respect to a nuclear coordinate. -/
def constraintForce (H M : Matrix n n ℂ) (C : Matrix n m ℂ) : ℂ :=
  (orbBlock H C * orbBlock M C).trace

/-- The `i`-th orbital of the block `C`, that is, its `i`-th column. -/
def orbital (C : Matrix n m ℂ) (i : m) : n → ℂ := fun k => C k i

omit [Fintype m] in
/-- The entries of `Cᴴ A C` are the matrix elements `⟨c_i, A c_j⟩`. -/
theorem orbBlock_apply (A : Matrix n n ℂ) (C : Matrix n m ℂ) (i j : m) :
    orbBlock A C i j = star (orbital C i) ⬝ᵥ A *ᵥ orbital C j := by
  rw [orbBlock, Matrix.mul_assoc]
  rfl

/-- Mixing the orbitals by `U` turns the matrix `Cᴴ A C` into `Uᴴ (Cᴴ A C) U`. -/
theorem orbBlock_rotate (A : Matrix n n ℂ) (C : Matrix n m ℂ) (U : Matrix m m ℂ) :
    orbBlock A (C * U) = Uᴴ * orbBlock A C * U := by
  simp only [orbBlock, Matrix.conjTranspose_mul, Matrix.mul_assoc]

/-- The constraint force is unchanged by any unitary mixing of the orbitals. -/
theorem constraintForce_rotate [DecidableEq m] (H M : Matrix n n ℂ) (C : Matrix n m ℂ)
    {U : Matrix m m ℂ} (hU : U ∈ Matrix.unitaryGroup m ℂ) :
    constraintForce H M (C * U) = constraintForce H M C := by
  have h1 : U * Uᴴ = 1 := Matrix.mem_unitaryGroup_iff.mp hU
  unfold constraintForce
  rw [orbBlock_rotate, orbBlock_rotate]
  generalize orbBlock H C = L
  generalize orbBlock M C = K
  -- the inner pair `U Uᴴ` cancels directly, the outer pair by cyclicity
  calc (Uᴴ * L * U * (Uᴴ * K * U)).trace
      = (Uᴴ * (L * (U * Uᴴ) * K * U)).trace := by simp only [Matrix.mul_assoc]
    _ = (Uᴴ * (L * K * U)).trace := by rw [h1, Matrix.mul_one]
    _ = (L * K * U * Uᴴ).trace := Matrix.trace_mul_comm _ _
    _ = (L * K).trace := by rw [Matrix.mul_assoc (L * K), h1, Matrix.mul_one]

/-- If a unitary `U` diagonalises `L = Cᴴ H C` with diagonal entries `e`, the constraint force
of the original block `C` is `∑ e_i ⟨c_i, M c_i⟩` over the columns `c_i` of `C U`. -/
theorem constraintForce_eq_sum_canonical [DecidableEq m] (H M : Matrix n n ℂ)
    (C : Matrix n m ℂ) {U : Matrix m m ℂ} (hU : U ∈ Matrix.unitaryGroup m ℂ) {e : m → ℂ}
    (he : Uᴴ * orbBlock H C * U = Matrix.diagonal e) :
    constraintForce H M C =
      ∑ i, e i * (star (orbital (C * U) i) ⬝ᵥ M *ᵥ orbital (C * U) i) := by
  rw [← constraintForce_rotate H M C hU, constraintForce, orbBlock_rotate H, he]
  simp only [Matrix.trace, Matrix.diag_apply, Matrix.diagonal_mul, orbBlock_apply]

omit [Fintype m] in
/-- For Hermitian `H` the matrix `Cᴴ H C` is Hermitian. -/
theorem orbBlock_isHermitian {H : Matrix n n ℂ} (hH : H.IsHermitian) (C : Matrix n m ℂ) :
    (orbBlock H C).IsHermitian := by
  change (orbBlock H C)ᴴ = orbBlock H C
  simp only [orbBlock, Matrix.conjTranspose_mul, Matrix.conjTranspose_conjTranspose, hH.eq,
    Matrix.mul_assoc]

/-- For Hermitian `H` some unitary mixing of the orbitals makes `Cᴴ H C` diagonal with
real entries. -/
theorem exists_canonical [DecidableEq m] {H : Matrix n n ℂ} (hH : H.IsHermitian)
    (C : Matrix n m ℂ) : ∃ U ∈ Matrix.unitaryGroup m ℂ, ∃ e : m → ℝ,
      Uᴴ * orbBlock H C * U = Matrix.diagonal (fun i => (e i : ℂ)) := by
  have hL := orbBlock_isHermitian hH C
  refine ⟨hL.eigenvectorUnitary, hL.eigenvectorUnitary.2, hL.eigenvalues, ?_⟩
  have h1 : (hL.eigenvectorUnitary : Matrix m m ℂ)ᴴ * hL.eigenvectorUnitary = 1 :=
    Matrix.mem_unitaryGroup_iff'.mp hL.eigenvectorUnitary.2
  -- the eigenvalue equation, column by column
  have h2 : orbBlock H C * (hL.eigenvectorUnitary : Matrix m m ℂ) =
      hL.eigenvectorUnitary * Matrix.diagonal (fun i => (hL.eigenvalues i : ℂ)) := by
    ext i j
    have h := congrFun (hL.mulVec_eigenvectorBasis j) i
    rw [Matrix.mul_diagonal, mul_comm]
    exact h
  rw [Matrix.mul_assoc, h2, ← Matrix.mul_assoc, h1, Matrix.one_mul]

omit [Fintype m] in
/-- Product rule for `Cᴴ A C` when both the operator and the orbitals depend on a
real coordinate and are differentiable at `R`. -/
theorem hasDerivAt_orbBlock {A : ℝ → Matrix n n ℂ} {C : ℝ → Matrix n m ℂ}
    {A' : Matrix n n ℂ} {C' : Matrix n m ℂ} {R : ℝ}
    (hA : ∀ i j, HasDerivAt (fun t => A t i j) (A' i j) R)
    (hC : ∀ i j, HasDerivAt (fun t => C t i j) (C' i j) R) (i j : m) :
    HasDerivAt (fun t => orbBlock (A t) (C t) i j)
      ((C'ᴴ * A R * C R + orbBlock A' (C R) + (C R)ᴴ * A R * C') i j) R := by
  have h1 : ∀ k, HasDerivAt (fun t => ((C t)ᴴ * A t) i k)
      ((C'ᴴ * A R + (C R)ᴴ * A') i k) R := by
    intro k
    simp only [Matrix.mul_apply, Matrix.add_apply, ← Finset.sum_add_distrib]
    exact HasDerivAt.fun_sum fun l _ => (hC l i).star.fun_mul (hA l k)
  rw [orbBlock, ← Matrix.add_mul]
  have h2 : HasDerivAt (fun t => ∑ k, ((C t)ᴴ * A t) i k * C t k j)
      (∑ k, ((C'ᴴ * A R + (C R)ᴴ * A') i k * C R k j + ((C R)ᴴ * A R) i k * C' k j)) R :=
    HasDerivAt.fun_sum fun k _ => (h1 k).fun_mul (hC k j)
  refine h2.congr_deriv ?_
  rw [Finset.sum_add_distrib]
  rfl

/-- Let the orbitals stay orthonormal in the overlap `S`, and at `R` let `H`, `S` be Hermitian
with `H C = S C L`, `L = Cᴴ H C`. If `H`, `S`, `C` are differentiable at `R`, the band energy
`tr (Cᴴ H C)` has derivative `tr (Cᴴ H' C)` minus the constraint force with `M = dS/dR`. -/
theorem hasDerivAt_bandEnergy [DecidableEq m] {H S : ℝ → Matrix n n ℂ}
    {C : ℝ → Matrix n m ℂ} {H' M : Matrix n n ℂ} {C' : Matrix n m ℂ} {R : ℝ}
    (hH' : ∀ i j, HasDerivAt (fun t => H t i j) (H' i j) R)
    (hS' : ∀ i j, HasDerivAt (fun t => S t i j) (M i j) R)
    (hC' : ∀ i j, HasDerivAt (fun t => C t i j) (C' i j) R)
    (hH : (H R).IsHermitian) (hS : (S R).IsHermitian)
    (hon : ∀ t, orbBlock (S t) (C t) = 1)
    (heq : H R * C R = S R * C R * orbBlock (H R) (C R)) :
    HasDerivAt (fun t => (orbBlock (H t) (C t)).trace)
      ((orbBlock H' (C R)).trace - constraintForce (H R) M (C R)) R := by
  -- differentiate the orthonormality constraint
  have hz : C'ᴴ * S R * C R + orbBlock M (C R) + (C R)ᴴ * S R * C' = 0 := by
    ext i j
    have h := hasDerivAt_orbBlock hS' hC' i j
    simp only [hon] at h
    exact h.unique (hasDerivAt_const R _)
  have hE : HasDerivAt (fun t => (orbBlock (H t) (C t)).trace)
      (C'ᴴ * H R * C R + orbBlock H' (C R) + (C R)ᴴ * H R * C').trace R := by
    simp only [Matrix.trace, Matrix.diag_apply]
    exact HasDerivAt.fun_sum fun i _ => hasDerivAt_orbBlock hH' hC' i i
  refine hE.congr_deriv ?_
  -- the stationarity equation and its adjoint remove `H` from the response terms
  have hadj := congrArg Matrix.conjTranspose heq
  simp only [Matrix.conjTranspose_mul, hH.eq, hS.eq, (orbBlock_isHermitian hH (C R)).eq] at hadj
  have t1 : C'ᴴ * H R * C R = C'ᴴ * S R * C R * orbBlock (H R) (C R) := by
    rw [Matrix.mul_assoc C'ᴴ (H R) (C R), heq]
    simp only [Matrix.mul_assoc]
  have t2 : (C R)ᴴ * H R * C' = orbBlock (H R) (C R) * ((C R)ᴴ * S R * C') := by
    rw [hadj]
    simp only [Matrix.mul_assoc]
  have tz := congrArg (fun X => (orbBlock (H R) (C R) * X).trace) hz
  simp only [Matrix.mul_add, Matrix.trace_add, Matrix.mul_zero, Matrix.trace_zero] at tz
  rw [Matrix.trace_add, Matrix.trace_add, t1, t2,
    Matrix.trace_mul_comm (C'ᴴ * S R * C R), constraintForce]
  linear_combination tz

/-- A model overlap `diag (exp 2t, 1)` of two basis functions. -/
def modelS (t : ℝ) : Matrix (Fin 2) (Fin 2) ℂ := !![((Real.exp (2 * t) : ℝ) : ℂ), 0; 0, 1]

/-- A model orbital `(exp (-t), 0)`. -/
def modelC (t : ℝ) : Matrix (Fin 2) (Fin 1) ℂ := !![((Real.exp (-t) : ℝ) : ℂ); 0]

/-- With the constant Hamiltonian `diag (1, 2)`, the model overlap and orbital meet the
conditions of the band-energy theorem at `t = 0`, and the constraint force is `2`. -/
theorem hasDerivAt_bandEnergy_witness :
    (∀ i j, HasDerivAt (fun t => modelS t i j) ((!![2, 0; 0, 0] : Matrix _ _ ℂ) i j) 0) ∧
    (∀ i j, HasDerivAt (fun t => modelC t i j) ((!![-1; 0] : Matrix _ _ ℂ) i j) 0) ∧
    (!![1, 0; 0, 2] : Matrix (Fin 2) (Fin 2) ℂ).IsHermitian ∧ (modelS 0).IsHermitian ∧
    (∀ t, orbBlock (modelS t) (modelC t) = 1) ∧
    (!![1, 0; 0, 2] : Matrix (Fin 2) (Fin 2) ℂ) * modelC 0 =
      modelS 0 * modelC 0 * orbBlock !![1, 0; 0, 2] (modelC 0) ∧
    constraintForce !![1, 0; 0, 2] !![2, 0; 0, 0] (modelC 0) = 2 := by
  have h1 : HasDerivAt (fun t : ℝ => ((Real.exp (2 * t) : ℝ) : ℂ)) 2 0 :=
    (((hasDerivAt_id (0 : ℝ)).const_mul 2).exp.ofReal_comp).congr_deriv (by simp)
  have h2 : HasDerivAt (fun t : ℝ => ((Real.exp (-t) : ℝ) : ℂ)) (-1) 0 :=
    ((hasDerivAt_id (0 : ℝ)).fun_neg.exp.ofReal_comp).congr_deriv (by simp)
  have h0 := hasDerivAt_const (0 : ℝ) (0 : ℂ)
  refine ⟨fun i j => ?_, fun i j => ?_, ?_, ?_, fun t => ?_, ?_, ?_⟩
  · fin_cases i <;> fin_cases j
    exacts [h1, h0, h0, hasDerivAt_const (0 : ℝ) (1 : ℂ)]
  · fin_cases i <;> fin_cases j
    exacts [h2, h0]
  · exact Matrix.IsHermitian.ext fun i j => by fin_cases i <;> fin_cases j <;> simp
  · exact Matrix.IsHermitian.ext fun i j => by fin_cases i <;> fin_cases j <;> simp [modelS]
  · have key : Real.exp (-t) * Real.exp (2 * t) * Real.exp (-t) = 1 := by
      rw [← Real.exp_add, ← Real.exp_add, show -t + 2 * t + -t = 0 by ring, Real.exp_zero]
    ext i j
    fin_cases i
    fin_cases j
    simp [orbBlock, modelS, modelC, Matrix.mul_apply, Fin.sum_univ_succ, -Complex.ofReal_exp]
    exact_mod_cast key
  · ext i j
    fin_cases i <;> fin_cases j <;>
      simp [orbBlock, modelS, modelC, Matrix.mul_apply, Fin.sum_univ_succ]
  · simp [constraintForce, orbBlock, modelC, Matrix.trace, Matrix.mul_apply, Fin.sum_univ_succ]

end

end UltrasoftConstraintForce
```

```lean
#print axioms UltrasoftConstraintForce.constraintForce_rotate
#print axioms UltrasoftConstraintForce.constraintForce_eq_sum_canonical
#print axioms UltrasoftConstraintForce.exists_canonical
#print axioms UltrasoftConstraintForce.hasDerivAt_bandEnergy
```

```
'UltrasoftConstraintForce.constraintForce_rotate' depends on axioms: [propext, Classical.choice, Quot.sound]
'UltrasoftConstraintForce.constraintForce_eq_sum_canonical' depends on axioms: [propext, Classical.choice, Quot.sound]
'UltrasoftConstraintForce.exists_canonical' depends on axioms: [propext, Classical.choice, Quot.sound]
'UltrasoftConstraintForce.hasDerivAt_bandEnergy' depends on axioms: [propext, Classical.choice, Quot.sound]
```

## From the matrix identities to the derivative

`orbBlock_rotate` is the transformation rule. In `constraintForce_rotate`, the `calc` block cancels the inner $UU^\dagger$, then uses `Matrix.trace_mul_comm` to bring the outer pair together. The canonical formula rewrites $F$ in the rotated block, inserts the diagonal matrix and reads off matrix elements with `orbBlock_apply`.

`exists_canonical` takes Mathlib's eigenvector matrix for $L$, assembles the eigenvalue equations column by column and multiplies by $U^\dagger$.

`hasDerivAt_orbBlock` applies the product rule twice. In the energy theorem, `hz` is the differentiated constraint, obtained from uniqueness of the derivative. `t1` and `t2` insert stationarity and its adjoint; `tz` traces the constraint against $L$, and `linear_combination tz` finishes the calculation.

`hasDerivAt_bandEnergy_witness` checks the conditions in a two-function, one-orbital model with constant $H=\operatorname{diag}(1,2)$. There $L=1$ and $K=2$ at $t=0$, so $F=2$. This matches the band energy $e^{-2t}$, whose slope at zero is $-2$.
